# Determinant ratio and rank-one updates of the overlap and Green's function under a one-site propagator

Let $\Psi$ and $\Phi$ be complex $M\times N$ matrices whose overlap matrix $S=\Psi^\dagger\Phi$ is invertible, and let $G=\Phi S^{-1}\Psi^\dagger$. Fix a site $k$ among the $M$ rows and a complex number $d$. Let $E_{kk}$ be the $M\times M$ matrix with a single entry $1$ at position $(k,k)$, and put $B=1+dE_{kk}$, $\Phi'=B\Phi$, $S'=\Psi^\dagger\Phi'$ and $r=1+dG_{kk}$. With $u$ the column $k$ of $\Psi^\dagger$ and $v$ the row $k$ of $\Phi$,

$$\det S'=r\det S ,$$

so that $S'$ is invertible exactly when $r\neq0$. For $r\neq0$,

$$S'^{-1}=S^{-1}-\frac dr\,S^{-1}uv\,S^{-1},\qquad G'=G+\frac dr\,(1-G)\,E_{kk}\,G ,$$

where $G'=\Phi'S'^{-1}\Psi^\dagger$.

The $N$ columns of $\Phi$ are the orbitals of a Slater determinant $|\Phi\rangle$ (the walker) on $M$ sites or orthonormal basis orbitals, and the columns of $\Psi$ are those of a trial determinant $|\Psi\rangle$. Then $\det S=\langle\Psi|\Phi\rangle$, and invertibility of $S$ says that the walker is not orthogonal to the trial state. With creation and annihilation operators $c_j^\dagger$, $c_i$, the matrix $G$ holds the mixed estimates $G_{ij}=\langle\Psi|c_j^\dagger c_i|\Phi\rangle/\langle\Psi|\Phi\rangle$. A factor $e^{\lambda n_k}$, with $n_k=c_k^\dagger c_k$ and $\lambda$ set by the auxiliary field at site $k$, acts on the orbitals as $e^{\lambda E_{kk}}=1+(e^\lambda-1)E_{kk}$, because $E_{kk}^2=E_{kk}$; the constant $d$ stands for $e^\lambda-1$. In auxiliary-field Monte Carlo with a single-determinant trial state and a field coupled to the density on one site, the overlap ratio of a proposed field value is therefore, for one spin species, read off one entry of $G$ (with two spin sectors that the determinants do not mix, each sector contributes one such factor), and $S^{-1}$ and $G$ change by an outer product without a new inversion. The theorems speak of matrices only; the operator reading just given and the numbers worked out below accompany them as ordinary algebra.

## The overlap changes by an outer product

Let $a,b$ label orbitals and $i,j$ label sites. Since $(E_{kk})_{ij}=\delta_{ik}\delta_{jk}$,

$$(\Psi^\dagger E_{kk}\Phi)_{ab}=\sum_{ij}(\Psi^\dagger)_{ai}\,\delta_{ik}\delta_{jk}\,\Phi_{jb}=(\Psi^\dagger)_{ak}\Phi_{kb}=u_av_b ,$$

with $u_a=\overline{\Psi_{ka}}$ and $v_b=\Phi_{kb}$. Hence

$$S'=\Psi^\dagger(1+dE_{kk})\Phi=S+d\,uv .$$

The same two vectors give the diagonal element of the Green's function:

$$G_{kk}=\sum_{ab}\Phi_{ka}(S^{-1})_{ab}(\Psi^\dagger)_{bk}=vS^{-1}u .$$

For any $M\times M$ matrix $X$, the entry $(i,j)$ of $E_{kk}XE_{kk}$ is $\delta_{ik}X_{kk}\delta_{kj}$, so $E_{kk}XE_{kk}=X_{kk}E_{kk}$.

## The determinant ratio

Let $x$ be a column and $y$ a row of length $N$. The block matrix $\begin{pmatrix}1&-x\\ y&1\end{pmatrix}$ of size $N+1$ can be reduced in two ways. Eliminating the last column against the corner entry $1$ leaves the determinant $\det(1+xy)$. Eliminating the last row against the $N\times N$ identity block leaves the number $1+yx$. Therefore $\det(1+xy)=1+yx$.

Because $S$ is invertible, $S'=S\,(1+d\,S^{-1}u\,v)$. With $x=dS^{-1}u$ and $y=v$,

$$\det S'=\det S\,\bigl(1+d\,vS^{-1}u\bigr)=(1+dG_{kk})\det S=r\det S .$$

As $\det S\neq0$, the product vanishes if and only if $r=0$.

## The updated inverse and Green's function

Write $T=S^{-1}$ and $P=uv=\Psi^\dagger E_{kk}\Phi$. Then

$$PTP=\Psi^\dagger E_{kk}\,(\Phi T\Psi^\dagger)\,E_{kk}\Phi=\Psi^\dagger E_{kk}GE_{kk}\Phi=G_{kk}P .$$

For $r\neq0$, multiply $S'=S+dP$ by the candidate inverse, using $ST=1$, $S\,TPT=PT$ and $P\,TPT=G_{kk}PT$:

$$(S+dP)\Bigl(T-\frac dr\,TPT\Bigr)=1-\frac dr\,PT+d\,PT-\frac{d^2G_{kk}}{r}\,PT=1+\Bigl[d-\frac dr\,(1+dG_{kk})\Bigr]PT=1 .$$

A right inverse of a square matrix is its inverse, which gives the formula for $S'^{-1}$. It is the Sherman–Morrison formula for the perturbation $d\,uv$.

Insert it in $G'=B\Phi S'^{-1}\Psi^\dagger$ and abbreviate $E=E_{kk}$. Since $\Phi TPT\Psi^\dagger=(\Phi T\Psi^\dagger)E(\Phi T\Psi^\dagger)=GEG$,

$$G'=(1+dE)\Bigl(G-\frac dr\,GEG\Bigr)=G-\frac dr\,GEG+d\,EG-\frac{d^2}{r}\,EGEG .$$

With $EGE=G_{kk}E$ the last term is $-(d^2G_{kk}/r)EG$, and the coefficient of $EG$ becomes $(d/r)(r-dG_{kk})=d/r$. Thus $G'=G+(d/r)(1-G)EG$, or in components

$$G'_{ij}=G_{ij}+\frac dr\,(\delta_{ik}-G_{ik})\,G_{kj} .$$

## Two electrons on three sites

Take

$$\Psi=\begin{pmatrix}1&0\\1&1\\0&1\end{pmatrix},\quad\Phi=\begin{pmatrix}1&1\\0&1\\1&2\end{pmatrix},\quad S=\begin{pmatrix}1&2\\1&3\end{pmatrix},\quad S^{-1}=\begin{pmatrix}3&-2\\-1&1\end{pmatrix},\quad G=\begin{pmatrix}2&1&-1\\-1&0&1\\1&1&0\end{pmatrix},$$

with $\det S=1$. Let $k$ be the first site and $d=1$, which doubles the first row of $\Phi$. Then $u=(1,0)^{T}$, $v=(1,1)$, $S^{-1}u=(3,-1)^{T}$, $vS^{-1}=(2,-1)$, $G_{kk}=vS^{-1}u=2$ and $r=3$. Directly, $S'=\begin{pmatrix}2&3\\1&3\end{pmatrix}$ has determinant $3$. The update gives

$$S'^{-1}=\begin{pmatrix}3&-2\\-1&1\end{pmatrix}-\frac13\begin{pmatrix}6&-3\\-2&1\end{pmatrix}=\begin{pmatrix}1&-1\\-\frac13&\frac23\end{pmatrix},$$

and multiplying by $S'$ returns the identity. Column $k$ of $1-G$ is $(-1,1,-1)^{T}$ and row $k$ of $G$ is $(2,1,-1)$, so

$$G'=G+\frac13\begin{pmatrix}-2&-1&1\\2&1&-1\\-2&-1&1\end{pmatrix}=\frac13\begin{pmatrix}4&2&-2\\-1&1&2\\1&2&1\end{pmatrix},$$

which agrees with $\Phi'S'^{-1}\Psi^\dagger$.

The orbitals are not orthonormal. The squared norms of the three determinants are $\det\Psi^\dagger\Psi=3$, $\det\Phi^\dagger\Phi=3$ and $\det\Phi'^\dagger\Phi'=9$, so the normalised overlaps are $1/3$ before the move and $3/\sqrt{27}=1/\sqrt3$ after it. Their ratio is $\sqrt3$; the value $r=3$ includes the growth of the walker's norm by $\sqrt3$ under $B$. Both electrons have the same spin here, so $n_k$ has eigenvalues $0$ and $1$. The mixed estimate $G_{kk}=2$ exceeds the expectation value of $n_k$ in any state, and it lets $r=1+2d$ vanish at $d=-1/2$, where $S'=\begin{pmatrix}1/2&3/2\\1&3\end{pmatrix}$ is singular although $B$ is invertible.

## Matrices in Lean

The types `M` and `N` are finite sets of labels, for the sites and for the occupied orbitals.

```lean
import Mathlib

open Matrix

namespace OverlapUpdate

noncomputable section

variable {M N : Type*} [Fintype M] [DecidableEq M] [Fintype N] [DecidableEq N]
```

No inequality between the two sizes is imposed; invertibility of $S$ forces $N\le M$ by rank. The choice of `k : M` requires at least one site. The set of orbitals may be empty, in which case $\det S=1$, $G=0$ and $r=1$.

```lean
/-- Overlap matrix `S = Ψ† Φ` of the trial orbitals `Ψ` with the walker orbitals `Φ`. -/
def overlap (Ψ Φ : Matrix M N ℂ) : Matrix N N ℂ := Ψᴴ * Φ
```

The matrices have type `Matrix M N ℂ`, rows for sites and columns for orbitals, and `Ψᴴ` is the conjugate transpose $\Psi^\dagger$. Neither set of orbitals is assumed orthonormal.

```lean
/-- Mixed one-body Green's function `G = Φ S⁻¹ Ψ†`. -/
def green (Ψ Φ : Matrix M N ℂ) : Matrix M M ℂ := Φ * (overlap Ψ Φ)⁻¹ * Ψᴴ
```

The order of factors fixes the index convention $G_{ij}=\langle c_j^\dagger c_i\rangle$; the opposite order of indices corresponds to the transpose and has the same diagonal. Mathlib's inverse returns the zero matrix for a singular argument, so `green` represents the mixed estimate only for invertible overlap, which the hypotheses `hS` and `hr` below secure for $\Phi$ and $\Phi'$.

```lean
/-- The matrix unit `E_kk`, the projector on site `k`. -/
def siteProj (k : M) : Matrix M M ℂ := single k k 1

/-- One-site auxiliary-field propagator `1 + d E_kk`. -/
def kick (d : ℂ) (k : M) : Matrix M M ℂ := 1 + d • siteProj k
```

The matrix `kick d k` is $B$, and the updated walker appears throughout as `kick d k * Φ`. The number `d` is any complex number. This covers real and complex fields, and also $d=-1$, which is of the form $e^\lambda-1$ for no $\lambda$ and sets row $k$ of $\Phi$ to zero.

```lean
/-- The vector `u`, column `k` of `Ψ†`. -/
def siteCol (Ψ : Matrix M N ℂ) (k : M) : N → ℂ := fun a => Ψᴴ a k
```

The vector $u$ carries the complex conjugation of $\Psi^\dagger$. The vector $v$ needs no definition, since `Φ k` is already row $k$.

```lean
/-- The ratio `r = 1 + d G_kk`. -/
def ratio (Ψ Φ : Matrix M N ℂ) (d : ℂ) (k : M) : ℂ := 1 + d * green Ψ Φ k k
```

## Algebra of the site projector

The outer product `vecMulVec a b` has the product of component $i$ of `a` and component $j$ of `b` at position $(i,j)$, with no conjugation.

```lean
omit [Fintype N] [DecidableEq N] in
/-- `Ψ† E_kk Φ` is the outer product `u v` of column `k` of `Ψ†` and row `k` of `Φ`. -/
theorem siteProj_between (Ψ Φ : Matrix M N ℂ) (k : M) :
    Ψᴴ * siteProj k * Φ = vecMulVec (siteCol Ψ k) (Φ k) := by
  ext a b
  simp [mul_apply, siteProj, siteCol, Matrix.single, vecMulVec_apply, ite_and]
```

The proof compares the entry $(a,b)$ on both sides, and `simp` collapses the double sum over sites to the term $i=j=k$, as in the first equation of the derivation.

```lean
/-- Sandwiching a matrix between two site projectors keeps its diagonal entry:
`E_kk X E_kk = X_kk E_kk`. -/
theorem siteProj_sandwich (X : Matrix M M ℂ) (k : M) :
    siteProj k * X * siteProj k = X k k • siteProj k := by
  ext i j
  rcases eq_or_ne k i with rfl | hi <;> rcases eq_or_ne k j with rfl | hj <;>
    simp [mul_apply, siteProj, Matrix.single, ite_and, *]
```

Here the entry $(i,j)$ is examined in four cases, according to whether $i=k$ and whether $j=k$. Both sides equal $X_{kk}$ when $i=j=k$ and vanish otherwise.

```lean
omit [Fintype N] [DecidableEq N] in
/-- The one-site propagator changes the overlap matrix by an outer product:
`S' = S + d u v`. -/
theorem overlap_kick (Ψ Φ : Matrix M N ℂ) (d : ℂ) (k : M) :
    overlap Ψ (kick d k * Φ) = overlap Ψ Φ + d • vecMulVec (siteCol Ψ k) (Φ k) := by
  rw [← siteProj_between]
  simp only [overlap, kick, Matrix.add_mul, Matrix.mul_add, Matrix.one_mul, Matrix.smul_mul,
    Matrix.mul_smul, Matrix.mul_assoc]
```

The outer product is rewritten as $\Psi^\dagger E_{kk}\Phi$, after which $S'=S+d\,uv$ is distributivity. Invertibility of $S$ plays no part.

```lean
omit [DecidableEq M] in
/-- The diagonal element of the Green's function is `G_kk = v S⁻¹ u`. -/
theorem green_diag (Ψ Φ : Matrix M N ℂ) (k : M) :
    green Ψ Φ k k = Φ k ⬝ᵥ ((overlap Ψ Φ)⁻¹ *ᵥ siteCol Ψ k) := by
  rw [green, Matrix.mul_assoc]
  rfl
```

The symbol `*ᵥ` is the product of a matrix with a column, and `⬝ᵥ` is the bilinear sum of products of components, so the right side is $vS^{-1}u$. Once $G$ is bracketed as $\Phi(S^{-1}\Psi^\dagger)$, both sides unfold to the same double sum, and `rfl` closes the goal.

## Two lemmas on rank-one perturbations

```lean
/-- Determinant of the identity plus an outer product: `det (1 + a b) = 1 + b · a`. -/
theorem det_one_add_outer (a b : N → ℂ) : (1 + vecMulVec a b).det = 1 + b ⬝ᵥ a := by
  have h : vecMulVec a b
      = (Matrix.of fun i (_ : Unit) => a i) * (Matrix.of fun (_ : Unit) j => b j) := by
    ext i j
    simp [vecMulVec_apply, mul_apply]
  -- swap the factors to get a 1 × 1 determinant
  rw [h, det_one_add_mul_comm, det_unique]
  simp [mul_apply, dotProduct]
```

The vectors `a` and `b` are $x$ and $y$. Step `h` writes the outer product as an $N\times1$ matrix times a $1\times N$ matrix, with `Unit` as the one-element index set. In place of the block elimination the proof calls `det_one_add_mul_comm`, the identity $\det(1+XY)=\det(1+YX)$ for rectangular factors $X$ and $Y$, and `det_unique` evaluates the resulting $1\times1$ determinant.

```lean
/-- Sherman-Morrison product: if `S T = 1`, `P T P = g P` and `1 + d g ≠ 0`, then
`T - d/(1 + d g) T P T` is a right inverse of `S + d P`. -/
theorem sherman_morrison (S T P : Matrix N N ℂ) (d g : ℂ) (hST : S * T = 1)
    (hP : P * T * P = g • P) (hr : 1 + d * g ≠ 0) :
    (S + d • P) * (T - (d / (1 + d * g)) • (T * P * T)) = 1 := by
  have h1 : S * (T * P * T) = P * T := by
    rw [← Matrix.mul_assoc, ← Matrix.mul_assoc, hST, Matrix.one_mul]
  have h2 : P * (T * P * T) = g • (P * T) := by
    rw [← Matrix.mul_assoc, ← Matrix.mul_assoc, hP, Matrix.smul_mul]
  have hc : d = d / (1 + d * g) * (1 + d * g) := by field_simp
  simp only [add_mul, mul_sub, Matrix.smul_mul, Matrix.mul_smul, hST, h1, h2]
  -- the terms in `P T` cancel because (d/r) r = d
  linear_combination (norm := module) hc • (P * T)
```

The lemma isolates the multiplication carried out above. It does not assume that `P` is an outer product; it uses only `hP`, the relation $PTP=gP$ for a number $g$, which becomes $G_{kk}$ in the application. Its conclusion is the product identity, and the passage to the inverse is made in `overlap_update`. Steps `h1` and `h2` are $S\,TPT=PT$ and $P\,TPT=g\,PT$, and `hc` is the scalar identity $d=\frac{d}{1+dg}(1+dg)$, the one place where `hr` is used. After expansion every term other than $1$ is a multiple of $PT$, and `linear_combination` cancels them with `hc` multiplied by $PT$, which is the vanishing of the square bracket.

## The theorems on the overlap

The hypothesis `hS : IsUnit (overlap Ψ Φ).det` says that $\det S$ has an inverse in $\mathbb C$, that is $\det S\neq0$. It is assumed for the walker before the move.

```lean
/-- Overlap ratio: for invertible `S`, the determinant of the updated overlap matrix is
`det S' = r det S` with `r = 1 + d G_kk`. -/
theorem det_overlap_kick (Ψ Φ : Matrix M N ℂ) (d : ℂ) (k : M)
    (hS : IsUnit (overlap Ψ Φ).det) :
    (overlap Ψ (kick d k * Φ)).det = ratio Ψ Φ d k * (overlap Ψ Φ).det := by
  have hm : ∀ (A : Matrix N N ℂ) (x y : N → ℂ),
      A * vecMulVec x y = vecMulVec (A *ᵥ x) y := by
    intro A x y
    ext i j
    simp only [mul_apply, vecMulVec_apply, mulVec, dotProduct, Finset.sum_mul, mul_assoc]
  -- factor out `S`: S' = S (1 + d S⁻¹ u v)
  have hf : overlap Ψ Φ + d • vecMulVec (siteCol Ψ k) (Φ k)
      = overlap Ψ Φ * (1 + vecMulVec (d • ((overlap Ψ Φ)⁻¹ *ᵥ siteCol Ψ k)) (Φ k)) := by
    rw [Matrix.mul_add, Matrix.mul_one, hm, mulVec_smul, mulVec_mulVec,
      mul_nonsing_inv _ hS, one_mulVec]
    congr 1
    ext i j
    simp [vecMulVec_apply, mul_assoc]
  rw [overlap_kick, hf, det_mul, det_one_add_outer, dotProduct_smul, smul_eq_mul, ratio,
    green_diag]
  ring
```

In words: for all $\Psi$, $\Phi$, $d$ and $k$ with $\det S\neq0$, the determinant of $\Psi^\dagger B\Phi$ equals $r\det S$, for every value of $r$, zero included. Step `hm` is the rule $A(xy)=(Ax)y$. Step `hf` is the factorisation $S+d\,uv=S\,(1+(dS^{-1}u)\,v)$, in which `mul_nonsing_inv` supplies $SS^{-1}=1$. The final chain of rewrites applies `det_mul`, then `det_one_add_outer`, takes $d$ out of the scalar product and expresses $G_{kk}$ by `green_diag`; the two sides then differ only in the order of the factors.

```lean
/-- For invertible `S`, the updated overlap matrix `S'` is invertible exactly when `r ≠ 0`. -/
theorem overlap_kick_isUnit_iff (Ψ Φ : Matrix M N ℂ) (d : ℂ) (k : M)
    (hS : IsUnit (overlap Ψ Φ).det) :
    IsUnit (overlap Ψ (kick d k * Φ)).det ↔ ratio Ψ Φ d k ≠ 0 := by
  rw [det_overlap_kick Ψ Φ d k hS, isUnit_iff_ne_zero]
  exact ⟨fun h => left_ne_zero_of_mul h, fun h => mul_ne_zero h hS.ne_zero⟩
```

For $\det S\neq0$, the determinant of $S'$ is nonzero if and only if $r\neq0$. With $\det S'$ replaced by $r\det S$, the forward direction says that a nonzero product has a nonzero left factor, and the backward direction that two nonzero complex numbers have a nonzero product. A move with $r=0$ is thus exactly a move after which the overlap with the trial state vanishes. For $d\neq-1$ the matrix $B$ is invertible, so the updated walker is nonzero and orthogonal to the trial state; for $d=-1$ it may instead be the zero vector, as for $M=N=1$.

```lean
/-- Update of the overlap: for invertible `S`, `det S' = r det S`, and if `r ≠ 0` then `S'` is
invertible with `S'⁻¹ = S⁻¹ - (d/r) S⁻¹ u v S⁻¹`. -/
theorem overlap_update (Ψ Φ : Matrix M N ℂ) (d : ℂ) (k : M)
    (hS : IsUnit (overlap Ψ Φ).det) :
    (overlap Ψ (kick d k * Φ)).det = ratio Ψ Φ d k * (overlap Ψ Φ).det ∧
    (ratio Ψ Φ d k ≠ 0 →
      IsUnit (overlap Ψ (kick d k * Φ)).det ∧
      (overlap Ψ (kick d k * Φ))⁻¹ = (overlap Ψ Φ)⁻¹ - (d / ratio Ψ Φ d k) •
        ((overlap Ψ Φ)⁻¹ * vecMulVec (siteCol Ψ k) (Φ k) * (overlap Ψ Φ)⁻¹)) := by
  refine ⟨det_overlap_kick Ψ Φ d k hS, fun hr =>
    ⟨(overlap_kick_isUnit_iff Ψ Φ d k hS).2 hr, ?_⟩⟩
  -- (u v) S⁻¹ (u v) = G_kk (u v)
  have hP : vecMulVec (siteCol Ψ k) (Φ k) * (overlap Ψ Φ)⁻¹ * vecMulVec (siteCol Ψ k) (Φ k)
      = green Ψ Φ k k • vecMulVec (siteCol Ψ k) (Φ k) := by
    rw [← siteProj_between]
    calc Ψᴴ * siteProj k * Φ * (overlap Ψ Φ)⁻¹ * (Ψᴴ * siteProj k * Φ)
        = Ψᴴ * (siteProj k * green Ψ Φ * siteProj k) * Φ := by
          simp only [green, Matrix.mul_assoc]
      _ = green Ψ Φ k k • (Ψᴴ * siteProj k * Φ) := by
          rw [siteProj_sandwich, Matrix.mul_smul, Matrix.smul_mul]
  rw [overlap_kick]
  exact inv_eq_right_inv
    (sherman_morrison _ _ _ d (green Ψ Φ k k) (mul_nonsing_inv _ hS) hP hr)
```

The theorem joins the determinant formula, under `hS` alone, to a conditional statement: if $r\neq0$, then $S'$ is invertible and its inverse is $S^{-1}-(d/r)S^{-1}uvS^{-1}$. The first two claims are quoted from the preceding theorems. Step `hP` is $PS^{-1}P=G_{kk}P$: the first line of the `calc` block rebrackets the product so that $E_{kk}GE_{kk}$ stands in the middle, and the second applies `siteProj_sandwich`. Then `sherman_morrison` is used with $T=S^{-1}$, $P=uv$ and $g=G_{kk}$, and `inv_eq_right_inv` identifies the right inverse with the inverse.

## The theorem on the Green's function

```lean
/-- Update of the Green's function: for invertible `S` and `r ≠ 0`, the Green's function of the
updated walker is `G' = G + (d/r) (1 - G) E_kk G`. -/
theorem green_update (Ψ Φ : Matrix M N ℂ) (d : ℂ) (k : M)
    (hS : IsUnit (overlap Ψ Φ).det) (hr : ratio Ψ Φ d k ≠ 0) :
    green Ψ (kick d k * Φ) = green Ψ Φ + (d / ratio Ψ Φ d k) •
      ((1 - green Ψ Φ) * siteProj k * green Ψ Φ) := by
  -- insert the updated inverse: G' = B (G - (d/r) G E G)
  have h1 : green Ψ (kick d k * Φ) = kick d k * (green Ψ Φ - (d / ratio Ψ Φ d k) •
      (green Ψ Φ * siteProj k * green Ψ Φ)) := by
    rw [green, ((overlap_update Ψ Φ d k hS).2 hr).2, ← siteProj_between]
    simp only [green, Matrix.mul_assoc, Matrix.mul_sub, Matrix.sub_mul, Matrix.mul_smul,
      Matrix.smul_mul]
  have h2 : siteProj k * (green Ψ Φ * siteProj k * green Ψ Φ)
      = green Ψ Φ k k • (siteProj k * green Ψ Φ) := by
    rw [← Matrix.mul_assoc, ← Matrix.mul_assoc, siteProj_sandwich, Matrix.smul_mul]
  have hc : d = d / ratio Ψ Φ d k * (1 + d * green Ψ Φ k k) := by
    change d = d / ratio Ψ Φ d k * ratio Ψ Φ d k
    field_simp
  rw [h1, kick]
  simp only [add_mul, sub_mul, mul_sub, Matrix.one_mul, Matrix.smul_mul, Matrix.mul_smul, h2]
  linear_combination (norm := module) hc • (siteProj k * green Ψ Φ)

end

end OverlapUpdate
```

Under `hS` and `hr`, the Green's function computed afresh from the walker $B\Phi$ equals $G+(d/r)(1-G)E_{kk}G$. Step `h1` inserts the updated inverse and regroups the factors into $B\,(G-(d/r)GEG)$. Step `h2` is $E\,GEG=G_{kk}EG$, and `hc` is $d=(d/r)(1+dG_{kk})$. After expansion the terms $G$ and $GEG$ match on both sides, and `hc` multiplied by $EG$ settles the coefficient of $EG$.

The four theorems concern one move, diagonal in the site basis and acting on one site, between two single determinants in finite dimension. The formulas apply again to $\Phi'$ whenever $r\neq0$, since $S'$ then satisfies the hypothesis placed on $S$, but no statement about a sequence of moves is made. Trial states with several determinants, the combination of two spin sectors, the sampling of the field and the evaluation of a local energy from $G$ are not treated. All identities are exact over $\mathbb C$ and carry no bound on rounding error.

```lean
#print axioms OverlapUpdate.green_update
```

```
'OverlapUpdate.green_update' depends on axioms: [propext, Classical.choice, Quot.sound]
```
